# Orbital moment of a finite tight-binding model with point orbitals: zero diagonal elements, yet a nonzero moment on a three-site ring

## Question

A tight-binding matrix H does not by itself fix a position operator, so one has to be chosen before an orbital moment is defined. I take X and Y diagonal, holding the real site coordinates x_j and y_j, and set L = X i[H,Y] − Y i[H,X]. The claim is that L_jk = i H_jk (x_j y_k − y_j x_k), so that every on-site element L_jj is zero. Yet for sites 0, 1, 2 at (0,0), (1,0), (0,1), with H_01 = H_12 = H_20 = it for real t, −it for the transposed elements and a zero diagonal, the state (1, ω, ω²)/√3 with ω = exp(2πi/3) should have energy −√3 t and ⟨L⟩ = t/3. How is this stated and proved in Lean 4 with Mathlib?

## Answer

### Modelling choices

The sites form a finite type `n`, a state is a vector `n → ℂ`, and `pos x` is the diagonal matrix X built from real coordinates `x : n → ℝ`. Each orbital is thus a point, and a moment inside an atom, such as that of p_x + i p_y, is left out. With ħ = 1 the Heisenberg velocities are v_x = i[H,X] and v_y = i[H,Y], written `vel H x` and `vel H y`. The operator `orbL H x y` is X v_y − Y v_x, the z component of r × v; for a particle of charge q the magnetic moment is q/2 times it, a factor the file omits. The number `expect A ψ` is ⟨ψ|A|ψ⟩ with no division by the norm, and normalisation of the ring state is proved separately.

The entry formulas hold for any complex matrix H. Hermiticity enters as the hypothesis `hH` where needed, and an eigenstate is a vector obeying `H *ᵥ ψ = (E : ℂ) • ψ` with E real. Lean numbers the ring sites 0, 1, 2, so `triH t` has H_01 = H_12 = H_20 = it for real t, −it for the transposed elements and a zero diagonal. Here H_jk is the amplitude for a hop from site k to site j.

This is the one-particle moment of a finite, non-interacting cluster with open boundaries. The orbital magnetization of a periodic crystal, where X is not an operator on the cell and Berry-curvature terms appear, lies beyond this setting.

### Derivation by hand

Since (HX)_jk = H_jk x_k and (XH)_jk = x_j H_jk,

(v_x)_jk = i H_jk (x_k − x_j).

Multiplying from the left by a diagonal matrix scales row j, so

L_jk = i H_jk [x_j (y_k − y_j) − y_j (x_k − x_j)] = i H_jk c_jk,

c_jk = x_j y_k − y_j x_k.

The cross product c_jk is real and antisymmetric, hence L_jj = 0. For Hermitian H, with * for complex conjugation,

(L_kj)* = (−i) H_jk (−c_jk) = L_jk,

so L is Hermitian without any symmetrisation.

If Hψ = Eψ with H Hermitian and E real, then ⟨ψ|H = E⟨ψ| and

⟨v_x⟩ = i (E⟨X⟩ − E⟨X⟩) = 0,

and likewise for v_y. Moving the origin to (a,b) replaces x_j by x_j − a and y_j by y_j − b, which turns c_jk into c_jk − a (y_k − y_j) + b (x_k − x_j). Therefore

L → L − a v_y + b v_x,

and ⟨L⟩ in an eigenstate is unchanged.

For the ring, ω = −1/2 + i√3/2 gives ω² + ω + 1 = 0, ω* = ω², ω³ = 1 and i(ω − ω²) = i · i√3 = −√3. With ψ_j = ω^j/√3 and site labels taken modulo 3, the norm is 3 · (1/3) = 1, and

(Hψ)_j = it (ψ_{j+1} − ψ_{j−1}) = t · i(ω − ω²) ψ_j = −√3 t ψ_j.

On the bond from j to k = j+1, for arbitrary site positions,

L_jk = i · it · c_jk = −t c_jk,

L_kj = i · (−it) · (−c_jk) = −t c_jk,

and ψ_j* ψ_k = ω/3. The bond contributes −t c_jk (ω + ω*)/3 = t c_jk/3. The sum c_01 + c_12 + c_20 is twice the signed area A of the triangle, positive when the sites 0, 1, 2 run counterclockwise, so

⟨L⟩ = (t/3)(c_01 + c_12 + c_20) = (2t/3) A.

The sites (0,0), (1,0), (0,1) have A = 1/2, and ⟨L⟩ = t/3.

### The file

```lean
import Mathlib

open Matrix Complex ComplexConjugate

namespace LatticeOrbitalMoment

noncomputable section

variable {n : Type*} [Fintype n] [DecidableEq n]

/-- Position operator: the diagonal matrix of the real site coordinates `x j`. -/
def pos (x : n → ℝ) : Matrix n n ℂ := diagonal fun j => (x j : ℂ)

/-- Velocity operator `i[H, X]` for the coordinate `x`. -/
def vel (H : Matrix n n ℂ) (x : n → ℝ) : Matrix n n ℂ := I • (H * pos x - pos x * H)

/-- Orbital moment operator `L = X i[H, Y] - Y i[H, X]`. -/
def orbL (H : Matrix n n ℂ) (x y : n → ℝ) : Matrix n n ℂ :=
  pos x * vel H y - pos y * vel H x

/-- The matrix element `⟨ψ|A|ψ⟩`. -/
def expect (A : Matrix n n ℂ) (ψ : n → ℂ) : ℂ := star ψ ⬝ᵥ A *ᵥ ψ

/-- The velocity has entries `i H_jk (x_k - x_j)`. -/
theorem vel_apply (H : Matrix n n ℂ) (x : n → ℝ) (j k : n) :
    vel H x j k = I * H j k * ((x k : ℂ) - x j) := by
  simp only [vel, pos, Matrix.smul_apply, Matrix.sub_apply, mul_diagonal, diagonal_mul,
    smul_eq_mul]
  ring

/-- The orbital moment has entries `i H_jk (x_j y_k - y_j x_k)`. -/
theorem orbL_apply (H : Matrix n n ℂ) (x y : n → ℝ) (j k : n) :
    orbL H x y j k = I * H j k * ((x j : ℂ) * y k - (y j : ℂ) * x k) := by
  simp only [orbL, Matrix.sub_apply, pos, diagonal_mul, vel_apply]
  ring

/-- Every on-site element `L_jj` of the orbital moment vanishes. -/
theorem orbL_diag (H : Matrix n n ℂ) (x y : n → ℝ) (j : n) : orbL H x y j j = 0 := by
  rw [orbL_apply]
  ring

/-- For Hermitian `H` the orbital moment `L` is Hermitian. -/
theorem orbL_isHermitian {H : Matrix n n ℂ} (hH : H.IsHermitian) (x y : n → ℝ) :
    (orbL H x y).IsHermitian := by
  refine Matrix.IsHermitian.ext fun j k => ?_
  have h : conj (H k j) = H j k := hH.apply j k
  rw [orbL_apply, orbL_apply, Complex.star_def]
  simp only [map_mul, map_sub, Complex.conj_I, Complex.conj_ofReal, h]
  ring

/-- In an eigenstate of a Hermitian `H` the velocity has zero expectation. -/
theorem expect_vel_eq_zero {H : Matrix n n ℂ} (hH : H.IsHermitian) {ψ : n → ℂ} {E : ℝ}
    (hψ : H *ᵥ ψ = (E : ℂ) • ψ) (x : n → ℝ) : expect (vel H x) ψ = 0 := by
  -- the bra equation `⟨ψ|H = E⟨ψ|`
  have h2 : star ψ ᵥ* H = (E : ℂ) • star ψ := by
    have h := congrArg star hψ
    rw [Matrix.star_mulVec, hH.eq, star_smul] at h
    simpa using h
  unfold expect vel
  rw [Matrix.smul_mulVec, Matrix.sub_mulVec, ← Matrix.mulVec_mulVec, ← Matrix.mulVec_mulVec,
    hψ, dotProduct_smul, dotProduct_sub, Matrix.dotProduct_mulVec _ H, h2,
    Matrix.mulVec_smul, smul_dotProduct, dotProduct_smul, sub_self, smul_zero]

/-- In an eigenstate of a Hermitian `H`, moving the origin to `(a, b)` leaves `⟨L⟩`
unchanged. -/
theorem expect_orbL_shift {H : Matrix n n ℂ} (hH : H.IsHermitian) {ψ : n → ℂ} {E : ℝ}
    (hψ : H *ᵥ ψ = (E : ℂ) • ψ) (x y : n → ℝ) (a b : ℝ) :
    expect (orbL H (fun j => x j - a) (fun j => y j - b)) ψ = expect (orbL H x y) ψ := by
  -- the shift adds only multiples of the velocities
  have hs : orbL H (fun j => x j - a) (fun j => y j - b)
      = orbL H x y - (a : ℂ) • vel H y + (b : ℂ) • vel H x := by
    ext j k
    simp only [Matrix.add_apply, Matrix.sub_apply, Matrix.smul_apply, orbL_apply, vel_apply,
      smul_eq_mul]
    push_cast
    ring
  have hx := expect_vel_eq_zero hH hψ x
  have hy := expect_vel_eq_zero hH hψ y
  unfold expect at hx hy ⊢
  rw [hs, Matrix.add_mulVec, Matrix.sub_mulVec, Matrix.smul_mulVec, Matrix.smul_mulVec,
    dotProduct_add, dotProduct_sub, dotProduct_smul, dotProduct_smul, hx, hy]
  simp

/-- The phase `ω = exp(2πi/3)`. -/
def cubeRoot : ℂ := Complex.exp (((2 * Real.pi / 3 : ℝ) : ℂ) * I)

local notation "ω" => cubeRoot

/-- Three-site ring on sites `0, 1, 2` with hoppings `H 0 1 = H 1 2 = H 2 0 = it`, reverse hoppings `-it` and zero diagonal. -/
def triH (t : ℝ) : Matrix (Fin 3) (Fin 3) ℂ :=
  !![0, I * t, -(I * t); -(I * t), 0, I * t; I * t, -(I * t), 0]

/-- The state `(1, ω, ω²)/√3`. -/
def chiral : Fin 3 → ℂ := ![1 / (√3 : ℝ), ω / (√3 : ℝ), ω ^ 2 / (√3 : ℝ)]

/-- Signed area of the triangle with corners `(x j, y j)`, taken in the order of the sites. -/
def signedArea (x y : Fin 3 → ℝ) : ℝ :=
  ((x 1 - x 0) * (y 2 - y 0) - (x 2 - x 0) * (y 1 - y 0)) / 2

/-- The phase `ω` obeys `ω² + ω + 1 = 0`, `ω* = ω²` and `i(ω - ω²) = -√3`. -/
theorem cubeRoot_facts :
    ω ^ 2 + ω + 1 = 0 ∧ conj ω = ω ^ 2 ∧ I * (ω - ω ^ 2) = -((√3 : ℝ) : ℂ) := by
  have ha : 2 * Real.pi / 3 = Real.pi - Real.pi / 3 := by ring
  have hre : (ω).re = -1 / 2 := by
    rw [cubeRoot, Complex.exp_ofReal_mul_I_re, ha, Real.cos_pi_sub, Real.cos_pi_div_three]
    norm_num
  have him : (ω).im = √3 / 2 := by
    rw [cubeRoot, Complex.exp_ofReal_mul_I_im, ha, Real.sin_pi_sub, Real.sin_pi_div_three]
  have hs : ((√3 : ℝ) : ℂ) * (√3 : ℝ) = 3 := by
    rw [← Complex.ofReal_mul, Real.mul_self_sqrt (by norm_num)]
    norm_num
  have hw : ω = -1 / 2 + ((√3 : ℝ) : ℂ) / 2 * I := by
    have h := Complex.re_add_im ω
    rw [hre, him] at h
    push_cast at h
    linear_combination -h
  have h0 : ω ^ 2 + ω + 1 = 0 := by
    rw [hw]
    linear_combination (((√3 : ℝ) : ℂ) ^ 2 / 4) * I_sq - (1 / 4) * hs
  have hc : conj ω = -1 - ω := by
    apply Complex.ext
    · rw [Complex.conj_re, Complex.sub_re, Complex.neg_re, Complex.one_re, hre]
      norm_num
    · simp
  refine ⟨h0, by linear_combination hc - h0, ?_⟩
  linear_combination -I * h0 + 2 * I * hw + ((√3 : ℝ) : ℂ) * I_sq

/-- The ring Hamiltonian is Hermitian, and `(1, ω, ω²)/√3` is a normalised eigenstate with
energy `-√3 t`. -/
theorem chiral_eigenstate_witness (t : ℝ) :
    (triH t).IsHermitian ∧ star chiral ⬝ᵥ chiral = 1 ∧
      triH t *ᵥ chiral = ((-√3 * t : ℝ) : ℂ) • chiral := by
  obtain ⟨h0, hc, h1⟩ := cubeRoot_facts
  have h3 : ω ^ 3 = 1 := by linear_combination (ω - 1) * h0
  have hcc : ((√3 : ℝ) : ℂ)⁻¹ * ((√3 : ℝ) : ℂ)⁻¹ = 1 / 3 := by
    rw [← mul_inv, ← Complex.ofReal_mul, Real.mul_self_sqrt (by norm_num)]
    norm_num
  refine ⟨Matrix.IsHermitian.ext fun i j => ?_, ?_, ?_⟩
  · fin_cases i <;> fin_cases j <;> simp [triH]
  · simp [chiral, dotProduct, Fin.sum_univ_succ, hc]
    linear_combination 3 * hcc + ((√3 : ℝ) : ℂ)⁻¹ ^ 2 * (ω ^ 3 + 2) * h3
  · ext i
    fin_cases i <;> simp [triH, chiral, mulVec, dotProduct, Fin.sum_univ_succ]
    · linear_combination t * ((√3 : ℝ) : ℂ)⁻¹ * h1
    · linear_combination t * ((√3 : ℝ) : ℂ)⁻¹ * ω * h1 + I * t * ((√3 : ℝ) : ℂ)⁻¹ * h3
    · linear_combination t * ((√3 : ℝ) : ℂ)⁻¹ * ω ^ 2 * h1
        - I * t * ((√3 : ℝ) : ℂ)⁻¹ * (1 - ω) * h3

/-- For any positions of the three sites, the state `(1, ω, ω²)/√3` has `⟨L⟩` equal to
`2t/3` times the signed area of the triangle. -/
theorem chiral_moment (t : ℝ) (x y : Fin 3 → ℝ) :
    expect (orbL (triH t) x y) chiral = ((2 * t / 3 * signedArea x y : ℝ) : ℂ) := by
  obtain ⟨h0, hc, -⟩ := cubeRoot_facts
  have hcc : ((√3 : ℝ) : ℂ)⁻¹ * ((√3 : ℝ) : ℂ)⁻¹ = 1 / 3 := by
    rw [← mul_inv, ← Complex.ofReal_mul, Real.mul_self_sqrt (by norm_num)]
    norm_num
  have hI : I ^ 2 = -1 := I_sq
  -- each bond contributes `t/3` times the cross product of its end points
  obtain ⟨S, hS⟩ : ∃ S : ℂ, S = (x 0 * y 1 - y 0 * x 1) + (x 1 * y 2 - y 1 * x 2)
    + (x 2 * y 0 - y 2 * x 0) := ⟨_, rfl⟩
  obtain ⟨Q, hQ⟩ : ∃ Q : ℂ, Q = (x 0 * y 1 - y 0 * x 1)
    + (x 1 * y 2 - y 1 * x 2) * (ω ^ 3 - ω + 1)
    + (x 2 * y 0 - y 2 * x 0) * (ω ^ 2 - ω + 1) := ⟨_, rfl⟩
  have a := congrArg (fun z => ((√3 : ℝ) : ℂ)⁻¹ ^ 2 * t * Q * z) h0
  have b := congrArg (fun z => ((√3 : ℝ) : ℂ)⁻¹ ^ 2 * t * S * z) hI
  have c := congrArg (fun z => t * S * z) hcc
  simp only [hS, hQ] at a b c
  simp only [expect, dotProduct, mulVec, Fin.sum_univ_three, orbL_apply, Pi.star_apply]
  simp [triH, chiral, signedArea, hc]
  linear_combination I ^ 2 * a - b + c

/-- For sites `(0,0), (1,0), (0,1)` all on-site moments vanish, while the state
`(1, ω, ω²)/√3` has energy `-√3 t` and `⟨L⟩ = t/3`. -/
theorem unit_triangle_moment (t : ℝ) :
    (∀ j, orbL (triH t) ![0, 1, 0] ![0, 0, 1] j j = 0) ∧
      triH t *ᵥ chiral = ((-√3 * t : ℝ) : ℂ) • chiral ∧
      expect (orbL (triH t) ![0, 1, 0] ![0, 0, 1]) chiral = ((t / 3 : ℝ) : ℂ) := by
  refine ⟨orbL_diag _ _ _, (chiral_eigenstate_witness t).2.2, ?_⟩
  have hA : signedArea ![0, 1, 0] ![0, 0, 1] = 1 / 2 := by simp [signedArea]
  rw [chiral_moment, hA]
  push_cast
  ring

end

end LatticeOrbitalMoment
```

```lean
#print axioms LatticeOrbitalMoment.orbL_isHermitian
#print axioms LatticeOrbitalMoment.expect_orbL_shift
#print axioms LatticeOrbitalMoment.unit_triangle_moment
```

```
'LatticeOrbitalMoment.orbL_isHermitian' depends on axioms: [propext, Classical.choice, Quot.sound]
'LatticeOrbitalMoment.expect_orbL_shift' depends on axioms: [propext, Classical.choice, Quot.sound]
'LatticeOrbitalMoment.unit_triangle_moment' depends on axioms: [propext, Classical.choice, Quot.sound]
```

### Remarks

**Statements.** `vel_apply`, `orbL_apply` and `orbL_diag` are the two entry formulas and L_jj = 0 for any H. `orbL_isHermitian`, `expect_vel_eq_zero` and `expect_orbL_shift` assume Hermitian H, the last two also the eigenvalue equation; ψ need not be normalised. `chiral_eigenstate_witness` shows that `triH t` is Hermitian and that `chiral` is a normalised eigenvector with eigenvalue −√3 t, so these hypotheses are met on the ring. `chiral_moment` is ⟨L⟩ = (2t/3) A for all positions, and `unit_triangle_moment` joins the vanishing diagonal, the eigenvalue equation and ⟨L⟩ = t/3, with the sites given as the coordinate lists `![0, 1, 0]` for x and `![0, 0, 1]` for y. The other two eigenstates are not treated, and −√3 t is not claimed to be the lowest level.

**Proof steps.** The entry formulas use `mul_diagonal` and `diagonal_mul` for the column and row scalings, and `ring` cancels x_j y_j. In `expect_vel_eq_zero`, `h2` is the bra equation, obtained by applying `star` to the ket equation; the rewrite chain moves H onto the bra in one term and the ket in the other until `sub_self` applies. In `expect_orbL_shift`, `hs` is the operator identity for the shift, checked entry by entry. `cubeRoot_facts` computes the real and imaginary parts of ω from the angle π − π/3. In `chiral_moment`, `S` is the sum of the three cross products. After ω* is replaced by ω², the bond factors ω + ω* appear as ω + ω², ω⁴ + ω⁵ and ω² + ω⁴. Each equals −1 plus a multiple of ω² + ω + 1, and `Q` holds the multipliers, for instance ω⁵ + ω⁴ + 1 = (ω² + ω + 1)(ω³ − ω + 1).

**A reusable technique.** Once exp and √ are reduced to polynomial relations, `linear_combination` closes goals by checking that goal minus the given combination of hypotheses vanishes under `ring`. The line `linear_combination (ω - 1) * h0` is the factorisation ω³ − 1 = (ω − 1)(ω² + ω + 1).

**A numerical instance.** Take t = 1.5 and sites (1,1), (3,1), (1,2). Then c_01 = −2, c_12 = 5, c_20 = −1, the sum is 2, A = 1, and ⟨L⟩ = 1 at energy about −2.598. With the origin at site 0 the cross products are 0, 2, 0: the split among bonds changes and the total stays.

**Small cases.** For collinear sites A = 0 and `chiral_moment` gives ⟨L⟩ = 0. With two sites, placing the origin on one of them makes every c_jk zero, so any eigenstate of a Hermitian H has ⟨L⟩ = 0; that consequence is argued here in prose and is not a theorem of the file.

**Another model.** Positions could be general Hermitian matrices, as for Wannier functions w_j with off-diagonal elements ⟨w_j|x|w_k⟩. The row-scaling step would then fail, L_jj could be nonzero, and X v_y − Y v_x would in general need symmetrising if the truncated X and Y do not commute. In a finite one-particle model with diagonal positions, by contrast, the whole moment comes from the off-diagonal elements of L, and a site-by-site count of L_jj returns zero.

**In code.** The entry formula avoids commutators. In NumPy, L is the elementwise product 1j * H * (outer(x, y) − outer(y, x)), and vdot(psi, L @ psi) conjugates its first argument as `star ψ` does.
